# The first-order energy shift of a one-angle oscillation is the angle average of the perturbation

For a classical oscillation described by one angle, with fixed frequency ω > 0, let the perturbation f be a continuous real function of the angle with period 2π. A number E is called the first-order energy shift if some differentiable, 2π-periodic generating function S satisfies ωS′ + f = E at every angle. The theorem says that this holds exactly when E is the average of f over one period. In one direction the proof integrates the equation over a period, where the periodicity of S removes the derivative term; in the other it takes S to be the integral of (E − f)/ω from 0 and shows that this is periodic.

Lean 4 with Mathlib refuses this proof:

```lean
import Mathlib

open Real

namespace AnharmonicAveraging

noncomputable section

/-- Average of a function of the angle over one period. -/
def angleAverage (f : ℝ → ℝ) : ℝ := (∫ t in (0 : ℝ)..(2 * π), f t) / (2 * π)

/-- `E` is the first-order energy shift caused by the perturbation `f` (a function of the angle):
the equation `ω S' + f = E` has a generating function `S` that is periodic in the angle. -/
def IsFirstOrderShift (ω : ℝ) (f : ℝ → ℝ) (E : ℝ) : Prop :=
  ∃ S S' : ℝ → ℝ, (∀ t, HasDerivAt S (S' t) t) ∧ Function.Periodic S (2 * π) ∧
    ∀ t, ω * S' t + f t = E

/-- For a continuous periodic perturbation, `E` is the first-order energy shift exactly when it
is the angle average of the perturbation. -/
theorem isFirstOrderShift_iff_average {ω : ℝ} (hω : 0 < ω) {f : ℝ → ℝ} (hf : Continuous f)
    (hp : Function.Periodic f (2 * π)) (E : ℝ) :
    IsFirstOrderShift ω f E ↔ E = angleAverage f := by
  have hπ : (2 * π) ≠ 0 := by positivity
  have hg : Continuous (fun t => (E - f t) / ω) := by fun_prop
  have hint : ∫ t in (0 : ℝ)..(2 * π), (E - f t) / ω =
      2 * π * (E - angleAverage f) / ω := by
    have ha : ∫ t in (0 : ℝ)..(2 * π), f t = 2 * π * angleAverage f := by
      unfold angleAverage
      rw [mul_div_cancel₀ _ hπ]
    rw [intervalIntegral.integral_div, intervalIntegral.integral_sub
      (continuous_const.intervalIntegrable _ _) (hf.intervalIntegrable _ _),
      intervalIntegral.integral_const, ha, smul_eq_mul]
    ring
  constructor
  · rintro ⟨S, S', hS, hper, heq⟩
    -- integrate the equation over one period
    have hd : ∀ t, HasDerivAt S ((E - f t) / ω) t := fun t =>
      (hS t).congr_deriv (by rw [eq_div_iff hω.ne']; linarith [heq t])
    have h0 := intervalIntegral.integral_eq_sub_of_hasDerivAt
      (fun t _ => hd t) (hg.intervalIntegrable 0 (2 * π))
    have hS0 : S (2 * π) = S 0 := by simpa using hper 0
    rw [hint, hS0, sub_self, div_eq_zero_iff] at h0
    have h1 := (mul_eq_zero.mp (h0.resolve_right hω.ne')).resolve_left hπ
    linarith
  · intro hE
    -- the primitive of the oscillating part is periodic
    refine ⟨fun t => ∫ s in (0 : ℝ)..t, (E - f s) / ω, fun t => (E - f t) / ω,
      fun t => (hg.integral_hasStrictDerivAt 0 t).hasDerivAt, ?_, ?_⟩
    · intro t
      have hgp : Function.Periodic (fun t => (E - f t) / ω) (2 * π) := fun s => by
        simp only [hp s]
      have h1 := hgp.intervalIntegral_add_eq t 0
      rw [zero_add, hint, ← hE, sub_self, mul_zero, zero_div] at h1
      have h2 := intervalIntegral.integral_add_adjacent_intervals
        (hg.intervalIntegrable 0 t) (hg.intervalIntegrable t (t + 2 * π))
      show ∫ s in (0 : ℝ)..(t + 2 * π), (E - f s) / ω = ∫ s in (0 : ℝ)..t, (E - f s) / ω
      linarith
    · intro t
      show ω * ((E - f t) / ω) + f t = E
      rw [mul_div_cancel₀ _ hω.ne']
      ring

end

end AnharmonicAveraging
```

Compiling this gives:

```
Main.lean:55:9: error: typeclass instance problem is stuck
  MeasureTheory.IsLocallyFiniteMeasure ?m.573

Note: Lean will not try to resolve this typeclass instance problem because the fourth type argument to `MeasureTheory.IsLocallyFiniteMeasure` is a metavariable. This argument must be fully determined before Lean will try to resolve the typeclass.

Hint: Adding type annotations and supplying implicit arguments to functions can give Lean more information for typeclass resolution. For example, if you have a variable `x` that you intend to be a `Nat`, but Lean reports it as having an unresolved type like `?m`, replacing `x` with `(x : Nat)` can get typeclass resolution un-stuck.
```

What went wrong. The error is in `h2`, which joins the integral from 0 to `t` to the integral from `t` to `t + 2 * π`. The lemma `intervalIntegral.integral_add_adjacent_intervals` holds for a general measure `μ`, which is an implicit argument. Here nothing settles `μ` in time: `h2` has no stated type, and the integrability proofs passed to the lemma come from `hg.intervalIntegrable`, which is itself general in the measure. That last lemma needs an instance of `MeasureTheory.IsLocallyFiniteMeasure` for the measure, and Lean will not search for one while the measure is still the unknown `?m.573`. The message therefore doesn't say that the function fails to be integrable, only that Lean can't tell which measure is meant.

The repair adds `(μ := MeasureTheory.volume)`, the ordinary length measure on the real line, which is also the one used by the integrals in the theorem. With the measure known, Lean finds the instance, and the rest of the proof stands unchanged.

The repair, with which the file compiles:

```diff
@@ -52,5 +52,5 @@
       have h1 := hgp.intervalIntegral_add_eq t 0
       rw [zero_add, hint, ← hE, sub_self, mul_zero, zero_div] at h1
-      have h2 := intervalIntegral.integral_add_adjacent_intervals
+      have h2 := intervalIntegral.integral_add_adjacent_intervals (μ := MeasureTheory.volume)
         (hg.intervalIntegrable 0 t) (hg.intervalIntegrable t (t + 2 * π))
       show ∫ s in (0 : ℝ)..(t + 2 * π), (E - f s) / ω = ∫ s in (0 : ℝ)..t, (E - f s) / ω
```
